# Free Dirac evolution at fixed momentum: $e^{-itH}=\cos(Et)\,1-i\,\frac{\sin(Et)}{E}\,H$ for $E>0$

Q: In the one-particle Dirac equation, a free electron has a definite nonzero momentum $p$, and at time zero only the upper components of its Dirac spinor are nonzero. Later the lower components are populated too, and then they empty again. I want the spinor at every time $t$, and the times at which the evolution is back at its start. You say that a statement about abstract matrices answers this. What is the calculation, before any Lean?

A: Take $\hbar=c=1$. At fixed momentum the Hamiltonian is a matrix,
$$H=m\beta+\sum_i p_i\alpha_i,\qquad E=\sqrt{\textstyle\sum_i p_i^2+m^2},$$
where $m$ is the mass, $i$ runs over the spatial directions, and the matrices $\alpha_i$ and $\beta$ square to one and anticommute pairwise. Squaring gives
$$H^2=m^2\beta^2+m\sum_i p_i(\beta\alpha_i+\alpha_i\beta)+\sum_i p_i^2\alpha_i^2+\sum_{i<j}p_ip_j(\alpha_i\alpha_j+\alpha_j\alpha_i).$$
The second and fourth terms vanish, so $H^2=E^2\,1$.

For $E>0$ put $S=H/E$, so that $S^2=1$, and define $P_\pm=(1\pm S)/2$. Then $P_++P_-=1$ and $P_\pm S=\pm P_\pm$. Hence $(zS)^k=z^kP_++(-z)^kP_-$ for every complex $z$ and every $k\ge 0$. Dividing by $k!$ and summing,
$$e^{zS}=e^zP_++e^{-z}P_-=\cosh z\,1+\sinh z\,S.$$
With $z=-iEt$ we have $zS=-itH$, $\cosh z=\cos(Et)$ and $\sinh z=-i\sin(Et)$. Therefore
$$e^{-itH}=\cos(Et)\,1-i\,\frac{\sin(Et)}{E}\,H.$$

Q: And the return times?

A: At $t=\pi/E$ the cosine is $-1$ and the sine is $0$, so the matrix is $-1$. That is a global phase, and the physical state has already returned. For the matrix itself to be $1$, write $c=\cos(Et)$ and $s=\sin(Et)/E$. The condition $c\,1-isH=1$ says $isH=(c-1)1$. Squaring gives $-s^2E^2=(c-1)^2$, a sum of two real squares equal to zero, so $c=1$ and $Et$ is a multiple of $2\pi$. Conversely, $c=1$ forces $\sin(Et)=0$, and the matrix is $1$.

Q: Show me numbers.

A: Take one direction, $\alpha=\sigma_x$, $\beta=\sigma_z$, $p=3$, $m=4$. Then $E=5$ and
$$H=\begin{pmatrix}4&3\\3&-4\end{pmatrix},\qquad H^2=25\cdot 1.$$
At $t=\pi/10$ we have $Et=\pi/2$, so $e^{-itH}=-iH/5$. The spinor $(1,0)$ becomes $-i(0.8,\,0.6)$, with probabilities $0.64$ and $0.36$. At $t=\pi/5$ it is $(-1,0)$, and at $t=2\pi/5$ it is $(1,0)$ again. This starting spinor is a superposition of positive- and negative-energy solutions, and the oscillation comes from their interference. An electron in a purely positive-energy state of this momentum only acquires the phase $e^{-iEt}$, so its component probabilities stay constant.

Q: Now the Lean version. What are its matrices?

A: They are complex, with rows and columns indexed by a finite type `n`. The directions form a finite type `ι`, so neither four components nor three dimensions are built in.

```lean
import Mathlib

open Matrix

namespace FreeDiracPropagator

noncomputable section

variable {ι n : Type*} [Fintype ι] [Fintype n] [DecidableEq n]
```

The algebraic assumptions are collected in one structure.

```lean
/-- Dirac matrices: the `α i` and `β` square to one and anticommute pairwise. -/
structure IsDiracFamily (α : ι → Matrix n n ℂ) (β : Matrix n n ℂ) : Prop where
  alpha_sq : ∀ i, α i * α i = 1
  beta_sq : β * β = 1
  alpha_anti : ∀ i j, i ≠ j → α i * α j + α j * α i = 0
  beta_anti : ∀ i, β * α i + α i * β = 0
```

Q: I see no Hermiticity.

A: None is assumed, because the derivation never used it. Consequently the theorems don't say that the evolution is unitary. For the usual Hermitian $\alpha_i$ and $\beta$ it is, since $H$ is then Hermitian.

Q: Are the Hamiltonian and the energy the ones you wrote?

A: Yes. Momentum and mass are real and are converted to complex numbers where they multiply matrices.

```lean
/-- The free Dirac Hamiltonian `H = α·p + β m` at momentum `p` and mass `m`. -/
def hamiltonian (α : ι → Matrix n n ℂ) (β : Matrix n n ℂ) (p : ι → ℝ) (m : ℝ) :
    Matrix n n ℂ :=
  (m : ℂ) • β + ∑ i, (p i : ℂ) • α i
```

In the energy, the sum sign covers only `p i ^ 2`, so the mass term is added once.

```lean
/-- The relativistic energy `E = √(p·p + m²)`. -/
def energy (p : ι → ℝ) (m : ℝ) : ℝ := Real.sqrt (∑ i, p i ^ 2 + m ^ 2)
```

The word "propagator" needs a warning: here it means the time-evolution matrix, not a Green's function or a Feynman propagator.

```lean
/-- The time-evolution matrix `exp(-i t H)` of the free Dirac Hamiltonian. -/
def propagator (α : ι → Matrix n n ℂ) (β : Matrix n n ℂ) (p : ι → ℝ) (m t : ℝ) :
    Matrix n n ℂ :=
  NormedSpace.exp ((-(Complex.I * (t : ℂ))) • hamiltonian α β p m)
```

Q: What exactly is claimed about these objects?

A: There are two main theorems. `propagator_eq` takes a family satisfying `IsDiracFamily`, real `p` and `m`, and the hypothesis `0 < energy p m`. It concludes that the cosine and sine formula holds for every real `t`, and that the matrix is $-1$ at $t=\pi/E$. `propagator_eq_one_iff` adds that the matrix is $1$ exactly when $t=2\pi k/E$ for some integer $k$, negative ones included. It also assumes `[Nonempty n]`, since all matrices of size zero are equal and would be "the identity" at every time.

The condition $E>0$ excludes only a massless particle at zero momentum. There $H=0$ and the evolution matrix is $1$ at every time, so there is no smallest positive return time.

Q: My electron lives in space, though, not in a finite matrix.

A: That is the step you have to supply: the Fourier transform that turns the free Dirac equation into one such matrix problem for each momentum. A wave packet contains many momenta with different $E$, so the return times of one component are not in general those of the packet. With a potential that couples momenta, the reduction to separate matrices is lost. The formula is still useful there: a split-operator simulation of the Dirac equation alternates steps with the potential and free steps, and it can apply the formula as the free step at each grid momentum with $E>0$.

Q: Does the anticommutation really matter, or would involutions do?

A: Take $1\times1$ matrices with one direction, $\alpha=\beta=1$ and $p=m=1$. Every field of the structure holds except `beta_anti`. Now $H=2$ but $E=\sqrt2$. At $t=\pi/(2\sqrt2)$ the formula gives $-i\sqrt2$, whereas $e^{-2it}$ has modulus one. So the other three fields alone do not give the result.

Q: Then take me through the proof. Where do the cross terms vanish?

A: First, a matrix that anticommutes with each $\alpha_i$ anticommutes with any linear combination of them. The proof distributes the products over the sum and cancels term by term.

```lean
omit [Fintype ι] [DecidableEq n] in
/-- A matrix that anticommutes with each `α i` in a finite set anticommutes with every
linear combination of them. -/
theorem anticommute_sum (α : ι → Matrix n n ℂ) (c : ι → ℂ) (X : Matrix n n ℂ)
    (s : Finset ι) (h : ∀ i ∈ s, X * α i + α i * X = 0) :
    X * (∑ i ∈ s, c i • α i) + (∑ i ∈ s, c i • α i) * X = 0 := by
  rw [Finset.mul_sum, Finset.sum_mul, ← Finset.sum_add_distrib]
  refine Finset.sum_eq_zero fun i hi => ?_
  rw [mul_smul_comm, smul_mul_assoc, ← smul_add, h i hi, smul_zero]
```

Next comes the square of a sum of two anticommuting pieces. If $A^2=1$, $S^2=q\,1$ and $AS+SA=0$, then $(aA+S)^2=(a^2+q)1$. The letter $S$ is a general matrix here, not yet $H/E$.

```lean
/-- If `A` squares to one and anticommutes with `S`, and `S` squares to the number `q`,
then `a A + S` squares to the number `a² + q`. -/
theorem sq_add_of_anticommute (A S : Matrix n n ℂ) (a q : ℂ) (hA : A * A = 1)
    (hAS : A * S + S * A = 0) (hS : S * S = q • (1 : Matrix n n ℂ)) :
    (a • A + S) * (a • A + S) = (a ^ 2 + q) • (1 : Matrix n n ℂ) := by
  calc (a • A + S) * (a • A + S)
      = (a * a) • (A * A) + a • (A * S + S * A) + S * S := by
        simp only [add_mul, mul_add, smul_mul_assoc, mul_smul_comm, smul_add, smul_smul]
        abel
    _ = (a ^ 2 + q) • (1 : Matrix n n ℂ) := by
        rw [hA, hAS, hS]
        module
```

Q: My expansion has a double sum over $i<j$. Where is it?

A: It is replaced by induction. `hsum` adds one direction at a time to the momentum part, and the two lemmas above remove the new cross terms at each stage. The mass term is added last, in the same way. `Real.sq_sqrt` then identifies the resulting number with $E^2$.

```lean
/-- For Dirac matrices, the free Hamiltonian squares to `E²` times the identity. -/
theorem hamiltonian_sq {α : ι → Matrix n n ℂ} {β : Matrix n n ℂ}
    (h : IsDiracFamily α β) (p : ι → ℝ) (m : ℝ) :
    hamiltonian α β p m * hamiltonian α β p m
      = ((energy p m : ℂ) ^ 2) • (1 : Matrix n n ℂ) := by
  classical
  -- the momentum part, one direction at a time
  have hsum : ∀ s : Finset ι, (∑ i ∈ s, (p i : ℂ) • α i) * (∑ i ∈ s, (p i : ℂ) • α i)
      = (∑ i ∈ s, (p i : ℂ) ^ 2) • (1 : Matrix n n ℂ) := by
    intro s
    induction s using Finset.induction_on with
    | empty => simp
    | insert a s ha ih =>
      rw [Finset.sum_insert ha, Finset.sum_insert ha]
      refine sq_add_of_anticommute _ _ _ _ (h.alpha_sq a) ?_ ih
      refine anticommute_sum α _ _ s fun i hi => h.alpha_anti a i ?_
      rintro rfl
      exact ha hi
  have hE : energy p m ^ 2 = ∑ i, p i ^ 2 + m ^ 2 := Real.sq_sqrt (by positivity)
  have hE' : (energy p m : ℂ) ^ 2 = (m : ℂ) ^ 2 + ∑ i, (p i : ℂ) ^ 2 := by
    rw [← Complex.ofReal_pow, hE]
    push_cast
    ring
  rw [hE']
  exact sq_add_of_anticommute _ _ _ _ h.beta_sq
    (anticommute_sum α _ β _ fun i _ => h.beta_anti i) (hsum Finset.univ)
```

The exponential follows the calculation with $P_\pm$, which Lean calls `P` and `Q`. `hPS` and `hQS` are the relations $P_\pm S=\pm P_\pm$, `hpow` is the formula for $(zS)^k$, proved by induction on $k$, and `hs` sums the two scalar series.

```lean
/-- Euler's formula for a matrix `S` with `S² = 1`: `exp(z S) = cosh z + (sinh z) S`. -/
theorem exp_smul_involution {S : Matrix n n ℂ} (hS : S * S = 1) (z : ℂ) :
    NormedSpace.exp (z • S) = Complex.cosh z • (1 : Matrix n n ℂ) + Complex.sinh z • S := by
  -- the projectors on the eigenspaces of `S`
  obtain ⟨P, hP⟩ : ∃ P : Matrix n n ℂ, P = (1 / 2 : ℂ) • (1 + S) := ⟨_, rfl⟩
  obtain ⟨Q, hQ⟩ : ∃ Q : Matrix n n ℂ, Q = (1 / 2 : ℂ) • (1 - S) := ⟨_, rfl⟩
  have hPS : P * S = P := by
    rw [hP, smul_mul_assoc, add_mul, one_mul, hS, add_comm]
  have hQS : Q * S = -Q := by
    rw [hQ, smul_mul_assoc, sub_mul, one_mul, hS, ← smul_neg, neg_sub]
  have hpow : ∀ k : ℕ, (z • S) ^ k = z ^ k • P + (-z) ^ k • Q := by
    intro k
    induction k with
    | zero =>
      simp only [pow_zero, hP, hQ]
      module
    | succ k ih =>
      rw [pow_succ, ih, add_mul, smul_mul_assoc, smul_mul_assoc, mul_smul_comm,
        mul_smul_comm, hPS, hQS, pow_succ z, pow_succ (-z)]
      module
  -- the exponential series splits into two scalar series
  have hs : HasSum (fun k : ℕ => ((k.factorial : ℂ)⁻¹) • (z • S) ^ k)
      (Complex.exp z • P + Complex.exp (-z) • Q) := by
    have hf : (fun k : ℕ => ((k.factorial : ℂ)⁻¹) • (z • S) ^ k)
        = fun k : ℕ => (z ^ k / (k.factorial : ℂ)) • P
          + ((-z) ^ k / (k.factorial : ℂ)) • Q := by
      funext k
      rw [hpow, smul_add, smul_smul, smul_smul, div_eq_inv_mul, div_eq_inv_mul]
    rw [hf, Complex.exp_eq_exp_ℂ]
    exact ((NormedSpace.expSeries_div_hasSum_exp z).smul_const P).add
      ((NormedSpace.expSeries_div_hasSum_exp (-z)).smul_const Q)
  rw [NormedSpace.exp_eq_tsum (𝕂 := ℂ)]
  refine hs.tsum_eq.trans ?_
  rw [hP, hQ, Complex.cosh, Complex.sinh]
  module
```

Q: So what remains is the substitution.

A: Yes. In the next proof `hS` shows that $H/E$ squares to one, and `hz` rewrites $-itH$ as $(-iEt)(H/E)$. The identities for $\cosh$ and $\sinh$ of an imaginary argument then produce the cosine and sine, and setting $t=\pi/E$ gives the second claim.

```lean
/-- For Dirac matrices and `E > 0`, the free propagator is
`exp(-i t H) = cos(E t) - i (sin(E t)/E) H` at all times, and it equals `-1` at `t = π/E`. -/
theorem propagator_eq {α : ι → Matrix n n ℂ} {β : Matrix n n ℂ}
    (h : IsDiracFamily α β) (p : ι → ℝ) (m : ℝ) (hE : 0 < energy p m) :
    (∀ t : ℝ, propagator α β p m t
      = (Real.cos (energy p m * t) : ℂ) • (1 : Matrix n n ℂ)
        - (Complex.I * ((Real.sin (energy p m * t) / energy p m : ℝ) : ℂ))
          • hamiltonian α β p m)
    ∧ propagator α β p m (Real.pi / energy p m) = -1 := by
  have hE' : (energy p m : ℂ) ≠ 0 := Complex.ofReal_ne_zero.mpr hE.ne'
  -- `H/E` is an involution
  have hS : ((energy p m : ℂ)⁻¹ • hamiltonian α β p m)
      * ((energy p m : ℂ)⁻¹ • hamiltonian α β p m) = 1 := by
    rw [smul_mul_assoc, mul_smul_comm, hamiltonian_sq h, smul_smul, smul_smul]
    have h1 : (energy p m : ℂ)⁻¹ * ((energy p m : ℂ)⁻¹ * (energy p m : ℂ) ^ 2) = 1 := by
      field_simp
    rw [mul_assoc, h1, one_smul]
  have main : ∀ t : ℝ, propagator α β p m t
      = (Real.cos (energy p m * t) : ℂ) • (1 : Matrix n n ℂ)
        - (Complex.I * ((Real.sin (energy p m * t) / energy p m : ℝ) : ℂ))
          • hamiltonian α β p m := by
    intro t
    have hz : (-(Complex.I * (t : ℂ))) • hamiltonian α β p m
        = (-((energy p m : ℂ) * t) * Complex.I)
          • ((energy p m : ℂ)⁻¹ • hamiltonian α β p m) := by
      rw [smul_smul]
      congr 1
      linear_combination (Complex.I * t) * mul_inv_cancel₀ hE'
    rw [propagator, hz, exp_smul_involution hS, Complex.cosh_mul_I, Complex.sinh_mul_I,
      Complex.cos_neg, Complex.sin_neg]
    push_cast
    module
  refine ⟨main, ?_⟩
  rw [main, mul_div_cancel₀ _ hE.ne', Real.cos_pi, Real.sin_pi]
  simp
```

For the return times, `aux` is the squaring argument with the same $c$ and $s$. The equation between multiples of the identity is read off at one diagonal entry, which is where a nonempty index type is used. `nlinarith` then concludes from the sum of two squares that $(c-1)^2=0$. Mathlib's `Real.cos_eq_one_iff` turns $\cos(Et)=1$ into an integer $k$, and it serves again in the converse direction.

```lean
/-- For Dirac matrices of nonzero size and `E > 0`, the free propagator is the identity
exactly at the integer multiples of `2π/E`. -/
theorem propagator_eq_one_iff [Nonempty n] {α : ι → Matrix n n ℂ} {β : Matrix n n ℂ}
    (h : IsDiracFamily α β) (p : ι → ℝ) (m : ℝ) (hE : 0 < energy p m) (t : ℝ) :
    propagator α β p m t = 1 ↔ ∃ k : ℤ, t = k * (2 * Real.pi / energy p m) := by
  -- squaring the relation removes the Hamiltonian
  have aux : ∀ c s : ℝ, (c : ℂ) • (1 : Matrix n n ℂ)
      - (Complex.I * (s : ℂ)) • hamiltonian α β p m = 1 → c = 1 := by
    intro c s hcs
    have h1 : (Complex.I * (s : ℂ)) • hamiltonian α β p m
        = ((c : ℂ) - 1) • (1 : Matrix n n ℂ) := by
      linear_combination (norm := module) (-1 : ℂ) • hcs
    have h2 := congrArg (fun X => X * X) h1
    simp only [smul_mul_assoc, mul_smul_comm, hamiltonian_sq h, smul_smul, one_mul] at h2
    obtain ⟨i⟩ := ‹Nonempty n›
    have h3 := congrFun (congrFun h2 i) i
    simp only [Matrix.smul_apply, Matrix.one_apply_eq, smul_eq_mul, mul_one] at h3
    have h4 : ((c : ℂ) - 1) ^ 2 + (s : ℂ) ^ 2 * (energy p m : ℂ) ^ 2 = 0 := by
      linear_combination -h3 + (s : ℂ) ^ 2 * (energy p m : ℂ) ^ 2 * Complex.I_sq
    have h5 : (c - 1) ^ 2 + s ^ 2 * energy p m ^ 2 = 0 := by exact_mod_cast h4
    have h6 : (c - 1) ^ 2 = 0 := by
      nlinarith [sq_nonneg (c - 1), sq_nonneg (s * energy p m)]
    linarith [(pow_eq_zero_iff two_ne_zero).1 h6]
  rw [(propagator_eq h p m hE).1 t]
  constructor
  · intro ht
    obtain ⟨k, hk⟩ := (Real.cos_eq_one_iff _).1 (aux _ _ ht)
    refine ⟨k, ?_⟩
    rw [← mul_div_assoc, hk, mul_div_cancel_left₀ _ hE.ne']
  · rintro ⟨k, hk⟩
    have harg : (k : ℝ) * (2 * Real.pi) = energy p m * t := by
      rw [hk, ← mul_div_assoc, mul_div_cancel₀ _ hE.ne']
    have hc : Real.cos (energy p m * t) = 1 := (Real.cos_eq_one_iff _).2 ⟨k, harg⟩
    have hs2 : Real.sin (energy p m * t) ^ 2 = 0 := by
      have := Real.sin_sq_add_cos_sq (energy p m * t)
      rw [hc] at this
      linarith
    rw [hc, (pow_eq_zero_iff two_ne_zero).1 hs2]
    simp
```

Q: One last doubt. Does anything satisfy the assumptions in three dimensions, or could this be a theorem about nothing?

A: The standard $4\times4$ Dirac representation satisfies them. It is built from the Pauli matrices, which Lean numbers 0, 1, 2 for $x$, $y$, $z$.

```lean
/-- The three Pauli matrices. -/
def pauli : Fin 3 → Matrix (Fin 2) (Fin 2) ℂ :=
  ![!![0, 1; 1, 0], !![0, -Complex.I; Complex.I, 0], !![1, 0; 0, -1]]
```

The $\alpha_i$ carry a Pauli matrix in each off-diagonal block, and $\beta$ is $1$ on the upper two components and $-1$ on the lower two. The proof checks the Pauli relations entry by entry and then multiplies the blocks. Both main theorems therefore apply to your electron's spinor at any fixed momentum with $E>0$.

```lean
/-- The Dirac representation, with Pauli matrices in the off-diagonal blocks of `α` and
`β = diag(1, 1, -1, -1)`, is a family of Dirac matrices. -/
theorem isDiracFamily_witness :
    IsDiracFamily (fun i => fromBlocks 0 (pauli i) (pauli i) 0)
      (fromBlocks 1 0 0 (-1)) := by
  have hsq : ∀ i, pauli i * pauli i = 1 := by
    intro i
    ext a b
    fin_cases i <;> fin_cases a <;> fin_cases b <;>
      simp [pauli, Matrix.mul_apply, Fin.sum_univ_succ]
  have hanti : ∀ i j, i ≠ j → pauli i * pauli j + pauli j * pauli i = 0 := by
    intro i j hij
    ext a b
    fin_cases i <;> fin_cases j <;> fin_cases a <;> fin_cases b <;>
      simp [pauli] at hij ⊢
  constructor
  · intro i
    simp [fromBlocks_multiply, hsq]
  · simp [fromBlocks_multiply]
  · intro i j hij
    simp [fromBlocks_multiply, fromBlocks_add, hanti i j hij]
  · intro i
    simp [fromBlocks_multiply, fromBlocks_add]

end

end FreeDiracPropagator
```

```lean
#print axioms FreeDiracPropagator.propagator_eq
#print axioms FreeDiracPropagator.propagator_eq_one_iff
```

```
'FreeDiracPropagator.propagator_eq' depends on axioms: [propext, Classical.choice, Quot.sound]
'FreeDiracPropagator.propagator_eq_one_iff' depends on axioms: [propext, Classical.choice, Quot.sound]
```
